# Dipole of finitely many point charges from small wave numbers: without subtracting the net charge, the one-sided quotient converges only for neutral systems, the central quotient always

## Which quotient should stand for the dipole?

I describe my system by finitely many real charges $c_j$ at fixed real positions $x_j$, and I have to choose which quotient at small wave number $q$ stands for the dipole $\sum_j c_j x_j$. With $\rho(q)=\sum_j c_j e^{-iqx_j}$, I first took $i\rho(q)/q$. For charges $1$ at $x=2$ and $-0.9$ at $x=1$, the dipole is $1.1$, but at $q=0.01$ I get roughly $1.1+10i$, and a smaller $q$ makes it worse. The central quotient $i(\rho(q)-\rho(-q))/(2q)$ gives a sensible number. Is that luck, or can I trust it for a charged system, and how small must $q$ be?

## The central quotient cancels the net charge before dividing by $q$

You can trust it for any net charge, with an error of at most $q^2\sum_j|c_jx_j^3|/6$. In your example this is about $1.5\times10^{-4}$ at $q=0.01$. Your first choice $i\rho(q)/q$, called the one-sided quotient here although $\rho(0)$ is not subtracted, has a finite limit as $q\to0^+$ exactly when the charges sum to zero.

Write $Q=\sum_j c_j$ for the net charge and $d=\sum_j c_jx_j$ for the dipole. Then $\rho(0)=Q$, and differentiating term by term gives $\rho'(0)=-id$. Split the one-sided quotient as

$$\frac{i\rho(q)}{q}=\frac{iQ}{q}+i\,\frac{\rho(q)-\rho(0)}{q}.$$

The second term tends to $i(-id)=d$. If $Q=0$, this is the whole quotient, so the limit is the dipole. If $Q\neq0$, then $|\rho(q)|\to|Q|>0$, so $|i\rho(q)/q|=|\rho(q)|/q$ grows without bound and there is no finite limit. Your $10i$ is the term $iQ/q$ with $Q=0.1$. Subtracting $Q$ from $\rho(q)$ before dividing would also remove it, since the second term tends to $d$ for any net charge.

In the central quotient the constant $Q$ cancels. Since $e^{-it}-e^{it}=-2i\sin t$,

$$\frac{i(\rho(q)-\rho(-q))}{2q}=\sum_j c_j\,\frac{\sin(qx_j)}{q},$$

which is real. Subtracting the dipole leaves

$$\sum_j c_j\,\frac{\sin(qx_j)-qx_j}{q}.$$

It remains to bound $\sin t-t$. Let $g(t)=\sin t-t+t^3/6$. Its derivative is $\cos t-1+t^2/2$, which is nonnegative because $1-\cos t=2\sin^2(t/2)\le t^2/2$. So $g$ is increasing, and $g(0)=0$. For $t\ge0$ this gives $\sin t-t\ge-t^3/6$, while $\sin t\le t$ gives the upper bound $0$. Both sides are odd in $t$, so $|\sin t-t|\le|t|^3/6$ for all real $t$. Each charge therefore contributes at most

$$|c_j|\,\frac{|qx_j|^3}{6|q|}=\frac{q^2|c_jx_j^3|}{6},$$

and the triangle inequality gives the stated bound.

A single unit charge at the origin shows the contrast in its simplest form. There $i\rho(q)/q=i/q$ diverges, while the central quotient is exactly $0$, which is the dipole, and the error bound is $0$ as well.

The even part of $\rho$ yields the second moment in the same way. Integrating the sine estimate gives $|\cos t-1+t^2/2|\le t^4/24$, so $\left(2Q-\rho(q)-\rho(-q)\right)/q^2$ differs from $\sum_jc_jx_j^2$ by at most $q^2\sum_j|c_j|x_j^4/12$ for $q\ne0$. This companion estimate is derived here only by hand and has no theorem in the Lean file below.

### What the Lean definitions and theorems say

The charges are labelled by an arbitrary finite type `ι`, and `c x : ι → ℝ` give their values and positions. Positions may coincide, and the set may be empty. `rho` is the complex Fourier component with the sign convention $e^{-iqx}$ and no volume or $2\pi$ factor. `netCharge` and `dipole` are $Q$ and $d$. The dipole is taken about $x=0$, and for a charged system its value depends on that origin. `forwardQuotient` and `centralQuotient` are the two candidates you compared.

The main theorem, `long_wave_dipole`, has two parts:

- There is a complex number `L` to which the one-sided quotient tends as $q\to0^+$, written `𝓝[>] 0`, if and only if `netCharge c = 0`. That the limit is the dipole is the content of `forward_tendsto_dipole`, which even allows $q$ to approach zero from both sides, written `𝓝[≠] 0`.
- For every real `q ≠ 0`, with no condition on the net charge, the central quotient satisfies the error bound. At $q=0$ Lean's division would make the quotient $0$, and the bound would fail for any nonzero dipole.

Two further theorems complete the picture. `central_tendsto_dipole` states that the central quotient tends to the dipole for any net charge. `one_sixth_optimal` states that for one unit charge at $x=1$, any $K$ that bounds the error by $Kq^2$ at all $q\ne0$ is at least $1/6$.

Long-wave expansions in density functional perturbation theory read multipole moments off a charge response at small $q$; the theorems treat that step for finitely many fixed point charges on a line, without electronic response, screening or a periodic lattice. In three dimensions, $x_j$ can be read as the position along a fixed direction of the wave vector. Rounding errors in $\rho$ are not modelled.

```lean
import Mathlib

open Filter Topology

namespace LongWaveDipole

noncomputable section

variable {ι : Type*} [Fintype ι]

/-- Fourier component at wave number `q` of point charges `c j` at positions `x j`. -/
def rho (c x : ι → ℝ) (q : ℝ) : ℂ :=
  ∑ j, (c j : ℂ) * Complex.exp (-(Complex.I * q * x j))

/-- Total charge of the system. -/
def netCharge (c : ι → ℝ) : ℝ := ∑ j, c j

/-- Dipole moment of the charges about the origin. -/
def dipole (c x : ι → ℝ) : ℝ := ∑ j, c j * x j

/-- The one-sided quotient `i ρ(q) / q`, meant for `q ≠ 0`. -/
def forwardQuotient (c x : ι → ℝ) (q : ℝ) : ℂ :=
  Complex.I * rho c x q / q

/-- The central quotient `i (ρ(q) - ρ(-q)) / (2q)`, meant for `q ≠ 0`. -/
def centralQuotient (c x : ι → ℝ) (q : ℝ) : ℂ :=
  Complex.I * (rho c x q - rho c x (-q)) / (2 * q)

/-- The sine of a real number `t` differs from `t` by at most `|t|³ / 6`. -/
theorem abs_sin_sub_le (t : ℝ) : |Real.sin t - t| ≤ |t| ^ 3 / 6 := by
  -- `sin s - s + s³/6` is monotone, because `cos s ≥ 1 - s²/2`
  have hd : ∀ t : ℝ, HasDerivAt (fun s : ℝ => Real.sin s - s + s ^ 3 / 6)
      (Real.cos t - 1 + t ^ 2 / 2) t := by
    intro t
    have h := ((Real.hasDerivAt_sin t).fun_sub (hasDerivAt_id' t)).fun_add
      ((hasDerivAt_pow 3 t).div_const 6)
    refine h.congr_deriv ?_
    show Real.cos t - 1 + ((3 : ℕ) : ℝ) * t ^ 2 / 6 = _
    push_cast
    ring
  have hm : Monotone (fun s : ℝ => Real.sin s - s + s ^ 3 / 6) := by
    refine monotone_of_deriv_nonneg (fun t => (hd t).differentiableAt) (fun t => ?_)
    rw [(hd t).deriv]
    have h : 1 - t ^ 2 / 2 ≤ Real.cos t := Real.one_sub_sq_div_two_le_cos
    linarith
  rcases le_total 0 t with ht | ht
  · have h : Real.sin 0 - 0 + 0 ^ 3 / 6 ≤ Real.sin t - t + t ^ 3 / 6 := hm ht
    rw [Real.sin_zero] at h
    have h3 : 0 ≤ t ^ 3 := pow_nonneg ht 3
    rw [abs_of_nonneg ht, abs_le]
    constructor <;> linarith [Real.sin_le ht]
  · have h : Real.sin t - t + t ^ 3 / 6 ≤ Real.sin 0 - 0 + 0 ^ 3 / 6 := hm ht
    rw [Real.sin_zero] at h
    have h3 : 0 ≤ (-t) ^ 3 := pow_nonneg (neg_nonneg.mpr ht) 3
    have hs := Real.sin_le (neg_nonneg.mpr ht)
    rw [Real.sin_neg] at hs
    rw [abs_of_nonpos ht, abs_le]
    constructor <;> nlinarith

/-- At zero wave number the Fourier component is the net charge. -/
theorem rho_zero (c x : ι → ℝ) : rho c x 0 = (netCharge c : ℂ) := by
  simp [rho, netCharge]

/-- The derivative of the Fourier component `rho c x q` in `q`, taken at `q = 0`, is `-i` times the
dipole. -/
theorem rho_hasDerivAt (c x : ι → ℝ) :
    HasDerivAt (rho c x) (-Complex.I * (dipole c x : ℂ)) 0 := by
  have h : ∀ j, HasDerivAt
      (fun q : ℝ => (c j : ℂ) * Complex.exp (-(Complex.I * q * x j)))
      ((c j : ℂ) * (-(Complex.I * x j))) 0 := by
    intro j
    have h1 : HasDerivAt (fun q : ℝ => (q : ℂ)) 1 0 := by
      simpa using (hasDerivAt_id (0 : ℝ)).ofReal_comp
    have h2 := (((h1.const_mul Complex.I).mul_const (x j : ℂ)).fun_neg.cexp).const_mul
      (c j : ℂ)
    exact h2.congr_deriv (by simp)
  have hs := HasDerivAt.fun_sum (u := Finset.univ) (fun j _ => h j)
  refine hs.congr_deriv ?_
  rw [dipole, Complex.ofReal_sum, Finset.mul_sum]
  refine Finset.sum_congr rfl fun j _ => ?_
  push_cast
  ring

/-- For a neutral system the one-sided quotient tends to the dipole. -/
theorem forward_tendsto_dipole (c x : ι → ℝ) (hc : netCharge c = 0) :
    Tendsto (forwardQuotient c x) (𝓝[≠] 0) (𝓝 (dipole c x : ℂ)) := by
  have h := (rho_hasDerivAt c x).tendsto_slope_zero.const_mul Complex.I
  have e : Complex.I * (-Complex.I * (dipole c x : ℂ)) = dipole c x := by
    linear_combination (-(dipole c x : ℂ)) * Complex.I_mul_I
  rw [e] at h
  refine h.congr fun q => ?_
  rw [zero_add, rho_zero, hc, forwardQuotient, Complex.real_smul]
  push_cast
  ring

/-- With a net charge the one-sided quotient grows without bound as `q → 0+`. -/
theorem forward_diverges (c x : ι → ℝ) (hc : netCharge c ≠ 0) :
    Tendsto (fun q => ‖forwardQuotient c x q‖) (𝓝[>] 0) atTop := by
  have h1 : Tendsto (fun q => ‖rho c x q‖) (𝓝[>] 0) (𝓝 ‖rho c x 0‖) :=
    ((rho_hasDerivAt c x).continuousAt.tendsto.mono_left nhdsWithin_le_nhds).norm
  have hpos : 0 < ‖rho c x 0‖ := by
    rw [rho_zero]
    exact norm_pos_iff.mpr (Complex.ofReal_ne_zero.mpr hc)
  refine (Filter.Tendsto.pos_mul_atTop hpos h1 tendsto_inv_nhdsGT_zero).congr' ?_
  filter_upwards [self_mem_nhdsWithin] with q hq
  have hq' : 0 < q := hq
  rw [forwardQuotient, norm_div, norm_mul, Complex.norm_I, one_mul, Complex.norm_real,
    Real.norm_of_nonneg hq'.le, div_eq_mul_inv]

/-- The central quotient is the real number `∑ c_j sin(q x_j) / q`. -/
theorem central_eq_sin (c x : ι → ℝ) (q : ℝ) :
    centralQuotient c x q = (((∑ j, c j * Real.sin (q * x j)) / q : ℝ) : ℂ) := by
  have h : Complex.I * (rho c x q - rho c x (-q)) / 2
      = ((∑ j, c j * Real.sin (q * x j) : ℝ) : ℂ) := by
    rw [rho, rho, ← Finset.sum_sub_distrib, Finset.mul_sum, Finset.sum_div,
      Complex.ofReal_sum]
    refine Finset.sum_congr rfl fun j _ => ?_
    have e1 : -(Complex.I * (q : ℂ) * x j) = -((q * x j : ℝ) : ℂ) * Complex.I := by
      push_cast; ring
    have e2 : -(Complex.I * ((-q : ℝ) : ℂ) * x j) = ((q * x j : ℝ) : ℂ) * Complex.I := by
      push_cast; ring
    rw [e1, e2, Complex.ofReal_mul (c j), Complex.ofReal_sin, Complex.sin]
    ring
  rw [Complex.ofReal_div, ← h, centralQuotient]
  ring

/-- **Long-wave dipole.** The one-sided quotient has a finite limit as `q → 0+` exactly for
neutral systems, while for every `q ≠ 0` and any net charge the central quotient
differs from the dipole by at most `q² ∑ |c_j x_j³| / 6`. -/
theorem long_wave_dipole (c x : ι → ℝ) :
    ((∃ L : ℂ, Tendsto (forwardQuotient c x) (𝓝[>] 0) (𝓝 L)) ↔ netCharge c = 0) ∧
    ∀ q : ℝ, q ≠ 0 →
      ‖centralQuotient c x q - dipole c x‖ ≤ q ^ 2 * (∑ j, |c j * x j ^ 3|) / 6 := by
  refine ⟨⟨fun ⟨L, hL⟩ => ?_, fun hc => ⟨dipole c x, ?_⟩⟩, fun q hq => ?_⟩
  · by_contra hc
    exact not_tendsto_atTop_of_tendsto_nhds hL.norm (forward_diverges c x hc)
  · exact (forward_tendsto_dipole c x hc).mono_left
      (nhdsWithin_mono 0 fun q (hq : 0 < q) => hq.ne')
  · -- the error is a sum of sine remainders, one for each charge
    have key : (∑ j, c j * Real.sin (q * x j)) / q - dipole c x
        = ∑ j, c j * ((Real.sin (q * x j) - q * x j) / q) := by
      rw [dipole, Finset.sum_div, ← Finset.sum_sub_distrib]
      refine Finset.sum_congr rfl fun j _ => ?_
      field_simp
    rw [central_eq_sin, ← Complex.ofReal_sub, Complex.norm_real, Real.norm_eq_abs, key,
      Finset.mul_sum, Finset.sum_div]
    refine (Finset.abs_sum_le_sum_abs _ _).trans (Finset.sum_le_sum fun j _ => ?_)
    have hj : |Real.sin (q * x j) - q * x j| / |q| ≤ q ^ 2 * |x j| ^ 3 / 6 := by
      rw [div_le_iff₀ (abs_pos.mpr hq)]
      refine (abs_sin_sub_le (q * x j)).trans (le_of_eq ?_)
      rw [abs_mul, ← sq_abs q]
      ring
    rw [abs_mul, abs_div, abs_mul (c j), abs_pow]
    refine (mul_le_mul_of_nonneg_left hj (abs_nonneg (c j))).trans (le_of_eq ?_)
    ring

/-- The central quotient tends to the dipole as `q → 0`, whatever the net charge. -/
theorem central_tendsto_dipole (c x : ι → ℝ) :
    Tendsto (centralQuotient c x) (𝓝[≠] 0) (𝓝 (dipole c x : ℂ)) := by
  rw [tendsto_iff_norm_sub_tendsto_zero]
  have h : Continuous fun q : ℝ => q ^ 2 * (∑ j, |c j * x j ^ 3|) / 6 := by fun_prop
  refine squeeze_zero' (Eventually.of_forall fun _ => norm_nonneg _) ?_
    ((h.tendsto' 0 0 (by simp)).mono_left nhdsWithin_le_nhds)
  filter_upwards [self_mem_nhdsWithin] with q hq
  exact (long_wave_dipole c x).2 q hq

/-- The constant `1/6` is optimal: for one unit charge at `x = 1`, no smaller `K` bounds the
error of the central quotient by `K q²` at all `q ≠ 0`. -/
theorem one_sixth_optimal (K : ℝ)
    (h : ∀ q : ℝ, q ≠ 0 → ‖centralQuotient (fun _ : Unit => 1) (fun _ => 1) q
      - dipole (fun _ : Unit => 1) (fun _ => 1)‖ ≤ K * q ^ 2) : 1 / 6 ≤ K := by
  by_contra hK
  have hK0 : 0 ≤ K := by
    have h1 := (norm_nonneg _).trans (h 1 one_ne_zero)
    linarith
  -- test the bound at the wave number `q = 1/6 - K`
  obtain ⟨q, hqK⟩ : ∃ q : ℝ, q = 1 / 6 - K := ⟨_, rfl⟩
  have hq : 0 < q := by linarith [not_le.mp hK]
  have hq1 : |q| ≤ 1 := by rw [abs_of_pos hq]; linarith
  have hb := h q hq.ne'
  rw [central_eq_sin, ← Complex.ofReal_sub, Complex.norm_real, Real.norm_eq_abs] at hb
  simp only [dipole, Finset.univ_unique, Finset.sum_singleton, one_mul, mul_one] at hb
  have h1 : (1 - K * q ^ 2) * q ≤ Real.sin q := by
    rw [← le_div_iff₀ hq]
    linarith [(abs_le.mp hb).1]
  have h2 := (abs_le.mp (Real.sin_bound hq1)).2
  rw [abs_of_pos hq] at h2
  have hKq : K = 1 / 6 - q := by linarith
  rw [hKq] at h1
  nlinarith [pow_pos hq 4]

end

end LongWaveDipole
```

```lean
#print axioms LongWaveDipole.long_wave_dipole
#print axioms LongWaveDipole.central_tendsto_dipole
#print axioms LongWaveDipole.one_sixth_optimal
```

```
'LongWaveDipole.long_wave_dipole' depends on axioms: [propext, Classical.choice, Quot.sound]
'LongWaveDipole.central_tendsto_dipole' depends on axioms: [propext, Classical.choice, Quot.sound]
'LongWaveDipole.one_sixth_optimal' depends on axioms: [propext, Classical.choice, Quot.sound]
```

### From the sine estimate to the two limits

`abs_sin_sub_le` is the bound on $\sin t-t$. Inside it, `hd` computes the derivative of $g$ and `hm` concludes that $g$ is monotone. The split on the sign of `t` then compares $g(t)$ with $g(0)$ in each case.

`rho_zero` and `rho_hasDerivAt` supply $\rho(0)=Q$ and $\rho'(0)=-id$, the latter by differentiating each exponential and summing. In `forward_tendsto_dipole`, the difference quotient of $\rho$ at zero is multiplied by $i$, and the hypothesis `hc` removes $\rho(0)$ from it. In `forward_diverges`, differentiability gives continuity, so $|\rho(q)|$ tends to a positive number. `Filter.Tendsto.pos_mul_atTop` multiplies this by $1/q\to\infty$.

`central_eq_sin` rewrites the central quotient as the real sine sum. The proof of `long_wave_dipole` then has three parts. If the one-sided quotient had a limit despite a net charge, its norm would converge and also tend to infinity, a contradiction. If the system is neutral, the two-sided limit is restricted to positive $q$. For the error bound, `key` writes the error as a sum of sine remainders, and `hj` bounds each remainder before it is multiplied by $|c_j|$.

`central_tendsto_dipole` squeezes the error between zero and a continuous function of $q$ that vanishes at $q=0$.

For `one_sixth_optimal`, suppose $K<1/6$. The assumed bound at $q=1$ forces $K\ge0$, so $q=1/6-K$ lies between $0$ and $1/6$. At this $q$ the assumed bound gives $\sin q\ge q-Kq^3$, while Mathlib's `Real.sin_bound` gives $\sin q\le q-q^3/6+aq^4$ with a constant $a<1$. Together they yield $(1/6-K)q^3\le aq^4$. The left side equals $q^4$, which is impossible for $q>0$.
